# Spin-½ time reversal divides a 2×2 unitary by its determinant

For every unitary $2\times2$ matrix $U$,

$$\sigma_y U^*\sigma_y=(\det U)^{-1}U ,$$

where $\sigma_y$ is the Pauli matrix and $U^*$ is the entrywise complex conjugate, not the adjoint $U^\dagger$. Consequently $U$ commutes with the time reversal of a single spin one-half, $\Theta\psi=i\sigma_y\psi^*$, exactly when $\det U=1$. For a Hermitian $2\times2$ matrix $H$, the invariance condition $\sigma_yH^*\sigma_y=H$ holds exactly when $H$ is a real multiple of the identity.

## Spin rotations and frame changes in two-component codes

A code for noncollinear magnetism or spin–orbit coupling may rotate a spinor and also construct its time-reversed partner. For the spin factor alone, the two operations can be exchanged without a phase only if the rotation matrix has determinant one. A matrix with another determinant can still rotate the spin direction correctly, because an overall phase has no effect on that direction.

The determinant also enters when the spin basis changes. If the new components are $U\psi$, the original time reversal, written in those components, is

$$U\Theta U^\dagger=(\det U)\,\Theta .$$

A routine that keeps the formula "conjugate, then apply $i\sigma_y$" in the new basis therefore differs from the transformed operation by the phase $\det U$.

The Hermitian statement concerns an isolated spin: a $2\times2$ Hamiltonian with this symmetry can shift both levels together but cannot split them.

## From spinor components to the determinant

Number the spinor components 0 and 1, for spin up and spin down along $z$. Since

$$i\sigma_y=\begin{pmatrix}0&1\\-1&0\end{pmatrix},\qquad
\Theta\psi=\begin{pmatrix}\psi_1^*\\-\psi_0^*\end{pmatrix},$$

a second application gives $\Theta^2\psi=-\psi$. Every spinor $\varphi$ is thus a time-reversed spinor, namely $\varphi=\Theta(\Theta(-\varphi))$.

For any $2\times2$ matrix $M$, write $R(M)=\sigma_yM^*\sigma_y$. Multiplying out with general entries,

$$\sigma_y\begin{pmatrix}a&b\\c&d\end{pmatrix}\sigma_y
=\begin{pmatrix}-ic&-id\\ia&ib\end{pmatrix}\sigma_y
=\begin{pmatrix}d&-c\\-b&a\end{pmatrix},$$

so that

$$R(M)=\begin{pmatrix}M_{11}^*&-M_{10}^*\\-M_{01}^*&M_{00}^*\end{pmatrix}.$$

Because $\sigma_y^2=1$,

$$\Theta(M\psi)=i\sigma_yM^*\psi^*=(\sigma_yM^*\sigma_y)(i\sigma_y\psi^*)=R(M)\,\Theta\psi .$$

If $M$ commutes with $\Theta$, then $R(M)\Theta\psi=M\Theta\psi$ for all $\psi$. As $\Theta\psi$ runs over all spinors, $R(M)=M$. Conversely, $R(M)=M$ inserted in the last equation gives commutation.

Now let $U$ be unitary and put $D=\det U$. From $UU^\dagger=1$ it follows that $D\det(U^\dagger)=1$, hence $D\neq0$. The adjugate satisfies $\operatorname{adj}(U)\,U=D\,1$, so

$$\operatorname{adj}(U)=\operatorname{adj}(U)\,UU^\dagger=D\,U^\dagger .$$

Written out, this is

$$\begin{pmatrix}U_{11}&-U_{01}\\-U_{10}&U_{00}\end{pmatrix}
=D\begin{pmatrix}U_{00}^*&U_{10}^*\\U_{01}^*&U_{11}^*\end{pmatrix}.$$

The four entries give $DU_{11}^*=U_{00}$, $-DU_{10}^*=U_{01}$, $-DU_{01}^*=U_{10}$ and $DU_{00}^*=U_{11}$. Together they say $D\,R(U)=U$, which is the determinant formula.

Commutation with $\Theta$ now means $D^{-1}U=U$. Multiplication on the right by $U^\dagger$ leaves $D^{-1}1=1$, so $D=1$; the converse is immediate. For the frame change, insert $UU^\dagger=1$:

$$\Theta\psi=\Theta(UU^\dagger\psi)=D^{-1}U\,\Theta(U^\dagger\psi),$$

and multiply by $D$.

For a spin in a field, take $H=e+x\sigma_x+y\sigma_y+z\sigma_z$ with real coefficients. Then

$$H=\begin{pmatrix}e+z&x-iy\\x+iy&e-z\end{pmatrix},\qquad
R(H)=\begin{pmatrix}e-z&-x+iy\\-x-iy&e+z\end{pmatrix}.$$

The offset $e$ stays and the field $(x,y,z)$ changes sign.

For a general Hermitian $H$, invariance gives $H_{01}=-H_{10}^*$, while hermiticity gives $H_{01}=H_{10}^*$. Hence $H_{01}=0$ and $H_{10}=H_{01}^*=0$. On the diagonal, invariance gives $H_{00}=H_{11}^*$, and hermiticity makes both entries real, so they are equal. Thus $H=e\,1$ with $e$ real. Conversely, the entry formula shows that every such matrix is invariant.

## A unitary with determinant $-i$

Take

$$U=\frac1{\sqrt2}\begin{pmatrix}1&1\\i&-i\end{pmatrix},\qquad
\det U=\tfrac12(-i-i)=-i .$$

Its rows are orthonormal, so it is unitary. The entry formula gives

$$\sigma_yU^*\sigma_y=\frac1{\sqrt2}\begin{pmatrix}i&i\\-1&1\end{pmatrix}=iU,$$

and $i=(-i)^{-1}$, as required. On the spin-up state $\psi=(1,0)$, rotating first and reversing second gives $\Theta(U\psi)=(-i,-1)/\sqrt2$. The other order gives $U\Theta\psi=(-1,i)/\sqrt2$. The two results differ by the factor $i$.

Multiplying $U$ by $e^{i\pi/4}$ multiplies its determinant by $i$. The rescaled matrix has determinant one and commutes with $\Theta$.

## Time reversal of spinors and operators in Lean

```lean
import Mathlib

open Matrix ComplexConjugate

namespace SpinTimeReversal

noncomputable section

/-- The Pauli matrix `σ_x`. -/
def σx : Matrix (Fin 2) (Fin 2) ℂ := !![0, 1; 1, 0]

/-- The Pauli matrix `σ_y`. -/
def σy : Matrix (Fin 2) (Fin 2) ℂ := !![0, -Complex.I; Complex.I, 0]

/-- The Pauli matrix `σ_z`. -/
def σz : Matrix (Fin 2) (Fin 2) ℂ := !![1, 0; 0, -1]

/-- Time reversal of a spinor: complex conjugation followed by `i σ_y`. -/
def timeReversal (ψ : Fin 2 → ℂ) : Fin 2 → ℂ :=
  (Complex.I • σy) *ᵥ (fun i => conj (ψ i))

/-- The time-reversed operator `σ_y M* σ_y`, where `M*` is the entrywise conjugate. -/
def reversed (M : Matrix (Fin 2) (Fin 2) ℂ) : Matrix (Fin 2) (Fin 2) ℂ :=
  σy * M.map (starRingEnd ℂ) * σy

/-- The Hamiltonian `e + x σ_x + y σ_y + z σ_z` of a spin one-half with energy offset `e`
in the field `(x, y, z)`. -/
def spinHamiltonian (e x y z : ℝ) : Matrix (Fin 2) (Fin 2) ℂ :=
  (e : ℂ) • 1 + (x : ℂ) • σx + (y : ℂ) • σy + (z : ℂ) • σz

/-- Time reversal exchanges the two spinor components, conjugates them and flips one sign. -/
theorem timeReversal_eq (ψ : Fin 2 → ℂ) :
    timeReversal ψ = ![conj (ψ 1), -conj (ψ 0)] := by
  ext i
  fin_cases i <;> simp [timeReversal, σy, Matrix.mulVec, dotProduct, Fin.sum_univ_two]

/-- The entries of the time-reversed operator. -/
theorem reversed_eq (M : Matrix (Fin 2) (Fin 2) ℂ) :
    reversed M = !![conj (M 1 1), -conj (M 1 0); -conj (M 0 1), conj (M 0 0)] := by
  have hI : ∀ x : ℂ, Complex.I * x * Complex.I = -x := by
    intro x
    linear_combination x * Complex.I_sq
  -- conjugation by `σ_y` for a matrix with arbitrary entries
  have key : ∀ a b c d : ℂ, σy * !![a, b; c, d] * σy = !![d, -c; -b, a] := by
    intro a b c d
    ext i j
    fin_cases i <;> fin_cases j <;>
      simp [σy, Matrix.mul_apply, Fin.sum_univ_two, hI]
  have hM : M.map (starRingEnd ℂ)
      = !![conj (M 0 0), conj (M 0 1); conj (M 1 0), conj (M 1 1)] := by
    ext i j
    fin_cases i <;> fin_cases j <;> rfl
  rw [reversed, hM, key]

/-- Moving time reversal past an operator replaces the operator by its time-reversed form. -/
theorem timeReversal_mulVec (M : Matrix (Fin 2) (Fin 2) ℂ) (ψ : Fin 2 → ℂ) :
    timeReversal (M *ᵥ ψ) = reversed M *ᵥ timeReversal ψ := by
  rw [timeReversal_eq, timeReversal_eq, reversed_eq]
  ext i
  fin_cases i <;> simp [Matrix.mulVec, dotProduct, Fin.sum_univ_two]
  ring

/-- An operator commutes with time reversal on all spinors exactly when
`σ_y M* σ_y = M`. -/
theorem commutes_iff (M : Matrix (Fin 2) (Fin 2) ℂ) :
    (∀ ψ, timeReversal (M *ᵥ ψ) = M *ᵥ timeReversal ψ) ↔ reversed M = M := by
  constructor
  · intro h
    -- time reversal squares to minus one, so it reaches every spinor
    have sq : ∀ φ, timeReversal (timeReversal (-φ)) = φ := by
      intro φ
      rw [timeReversal_eq, timeReversal_eq]
      ext i
      fin_cases i <;> simp
    have key : ∀ φ, reversed M *ᵥ φ = M *ᵥ φ := by
      intro φ
      have h1 := h (timeReversal (-φ))
      rwa [timeReversal_mulVec, sq] at h1
    ext i j
    have h2 := congrFun (key (Pi.single j 1)) i
    simpa using h2
  · intro h ψ
    rw [timeReversal_mulVec, h]

/-- The determinant of a unitary spin operator is nonzero. -/
theorem det_ne_zero_of_unitary {U : Matrix (Fin 2) (Fin 2) ℂ}
    (hU : U ∈ Matrix.unitaryGroup (Fin 2) ℂ) : U.det ≠ 0 := by
  have h : U.det * (star U).det = 1 := by
    rw [← Matrix.det_mul, Matrix.mem_unitaryGroup_iff.mp hU, Matrix.det_one]
  exact left_ne_zero_of_mul_eq_one h

/-- Time reversal of a unitary spin operator divides it by its determinant:
`σ_y U* σ_y = (det U)⁻¹ U`. -/
theorem reversed_unitary {U : Matrix (Fin 2) (Fin 2) ℂ}
    (hU : U ∈ Matrix.unitaryGroup (Fin 2) ℂ) : reversed U = U.det⁻¹ • U := by
  -- for a unitary matrix the adjugate is the determinant times the adjoint
  have h : U.adjugate = U.det • star U := by
    calc U.adjugate = U.adjugate * (U * star U) := by
          rw [Matrix.mem_unitaryGroup_iff.mp hU, mul_one]
      _ = U.det • star U := by
          rw [← mul_assoc, Matrix.adjugate_mul, Matrix.smul_mul, one_mul]
  have h00 : U 1 1 = U.det * conj (U 0 0) := by
    simpa [Matrix.adjugate_fin_two, Matrix.star_apply] using congrFun (congrFun h 0) 0
  have h01 : -U 0 1 = U.det * conj (U 1 0) := by
    simpa [Matrix.adjugate_fin_two, Matrix.star_apply] using congrFun (congrFun h 0) 1
  have h10 : -U 1 0 = U.det * conj (U 0 1) := by
    simpa [Matrix.adjugate_fin_two, Matrix.star_apply] using congrFun (congrFun h 1) 0
  have h11 : U 0 0 = U.det * conj (U 1 1) := by
    simpa [Matrix.adjugate_fin_two, Matrix.star_apply] using congrFun (congrFun h 1) 1
  rw [eq_inv_smul_iff₀ (det_ne_zero_of_unitary hU), reversed_eq]
  ext i j
  fin_cases i <;> fin_cases j
  · simp
    linear_combination -h11
  · simp
    linear_combination h01
  · simp
    linear_combination h10
  · simp
    linear_combination -h00

/-- A unitary spin operator commutes with time reversal exactly when its determinant
is one. -/
theorem unitary_commutes_iff {U : Matrix (Fin 2) (Fin 2) ℂ}
    (hU : U ∈ Matrix.unitaryGroup (Fin 2) ℂ) :
    (∀ ψ, timeReversal (U *ᵥ ψ) = U *ᵥ timeReversal ψ) ↔ U.det = 1 := by
  rw [commutes_iff, reversed_unitary hU]
  constructor
  · intro h
    -- cancel `U` by multiplying with its adjoint
    have h2 : U.det⁻¹ • (1 : Matrix (Fin 2) (Fin 2) ℂ) = 1 := by
      rw [← Matrix.mem_unitaryGroup_iff.mp hU, ← Matrix.smul_mul, h]
    have h3 := congrFun (congrFun h2 0) 0
    simpa using h3
  · intro h
    rw [h, inv_one, one_smul]

/-- Under a unitary change of spin frame, time reversal is multiplied by the determinant
of the unitary: `U Θ U† = (det U) Θ`. -/
theorem frame_change {U : Matrix (Fin 2) (Fin 2) ℂ}
    (hU : U ∈ Matrix.unitaryGroup (Fin 2) ℂ) (ψ : Fin 2 → ℂ) :
    U *ᵥ timeReversal (star U *ᵥ ψ) = U.det • timeReversal ψ := by
  have h : timeReversal (U *ᵥ (star U *ᵥ ψ))
      = U.det⁻¹ • (U *ᵥ timeReversal (star U *ᵥ ψ)) := by
    rw [timeReversal_mulVec, reversed_unitary hU, Matrix.smul_mulVec]
  rw [Matrix.mulVec_mulVec, Matrix.mem_unitaryGroup_iff.mp hU, Matrix.one_mulVec] at h
  rw [h, smul_inv_smul₀ (det_ne_zero_of_unitary hU)]

/-- Time reversal of a spin Hamiltonian keeps the energy offset and reverses the field. -/
theorem reversed_spinHamiltonian (e x y z : ℝ) :
    reversed (spinHamiltonian e x y z) = spinHamiltonian e (-x) (-y) (-z) := by
  rw [reversed_eq]
  ext i j
  fin_cases i <;> fin_cases j <;> simp [spinHamiltonian, σx, σy, σz] <;> ring

/-- A Hermitian spin one-half Hamiltonian is invariant under time reversal exactly when it
is a real multiple of the identity. -/
theorem hermitian_invariant_iff {H : Matrix (Fin 2) (Fin 2) ℂ} (hH : H.IsHermitian) :
    reversed H = H ↔ ∃ e : ℝ, H = (e : ℂ) • 1 := by
  constructor
  · intro h
    have h00 : conj (H 1 1) = H 0 0 := by
      have h' := congrFun (congrFun h 0) 0
      rw [reversed_eq] at h'
      exact h'
    have h01 : -conj (H 1 0) = H 0 1 := by
      have h' := congrFun (congrFun h 0) 1
      rw [reversed_eq] at h'
      exact h'
    have a01 : conj (H 1 0) = H 0 1 := hH.apply 0 1
    have a10 : conj (H 0 1) = H 1 0 := hH.apply 1 0
    have a11 : conj (H 1 1) = H 1 1 := hH.apply 1 1
    have a00 : conj (H 0 0) = H 0 0 := hH.apply 0 0
    -- the spin-flip entries equal their own negatives
    have z01 : H 0 1 = 0 := by linear_combination (-1 / 2 : ℂ) * (a01 + h01)
    have z10 : H 1 0 = 0 := by rw [← a10, z01, map_zero]
    have e11 : H 1 1 = H 0 0 := a11.symm.trans h00
    have er : ((H 0 0).re : ℂ) = H 0 0 := Complex.conj_eq_iff_re.mp a00
    refine ⟨(H 0 0).re, ?_⟩
    rw [er]
    ext i j
    fin_cases i <;> fin_cases j <;> simp [z01, z10, e11]
  · rintro ⟨e, rfl⟩
    rw [reversed_eq]
    ext i j
    fin_cases i <;> fin_cases j <;> simp

end

end SpinTimeReversal
```

```lean
#print axioms SpinTimeReversal.reversed_unitary
-- 'SpinTimeReversal.reversed_unitary' depends on axioms: [propext, Classical.choice, Quot.sound]
#print axioms SpinTimeReversal.unitary_commutes_iff
-- 'SpinTimeReversal.unitary_commutes_iff' depends on axioms: [propext, Classical.choice, Quot.sound]
#print axioms SpinTimeReversal.reversed_spinHamiltonian
-- 'SpinTimeReversal.reversed_spinHamiltonian' depends on axioms: [propext, Classical.choice, Quot.sound]
#print axioms SpinTimeReversal.hermitian_invariant_iff
-- 'SpinTimeReversal.hermitian_invariant_iff' depends on axioms: [propext, Classical.choice, Quot.sound]
```

## Statements about one spin with complex entries

A spinor is a function `Fin 2 → ℂ`, with no normalisation imposed, and an operator is a `Matrix (Fin 2) (Fin 2) ℂ`. The product `*ᵥ` applies a matrix to a spinor, `star U` is $U^\dagger$, and `M.map (starRingEnd ℂ)` is $M^*$. The definition `timeReversal` is $\Theta$, with the phase convention $i\sigma_y$, and `reversed` is $R$.

The main theorems read as follows.

- `commutes_iff`: for any matrix $M$, unitary or not, commutation with $\Theta$ on every spinor is equivalent to $R(M)=M$.
- `reversed_unitary`: if $U$ belongs to `Matrix.unitaryGroup (Fin 2) ℂ`, then $R(U)=(\det U)^{-1}U$.
- `unitary_commutes_iff`: such a $U$ commutes with $\Theta$ on every spinor if and only if its determinant is one.
- `frame_change`: for such a $U$ and every spinor $\psi$, $U\Theta(U^\dagger\psi)=(\det U)\Theta\psi$.
- `reversed_spinHamiltonian`: time reversal keeps `e` and changes the signs of `x`, `y` and `z`.
- `hermitian_invariant_iff`: a Hermitian $H$ satisfies $R(H)=H$ if and only if $H=e\,1$ for some real $e$.

In `spinHamiltonian`, the letter `e` is an energy offset, not a charge. The "field" components are energies: the magnetic moment and the factor one-half of the spin operator have been absorbed into them.

Hermiticity matters in the last theorem. The matrix $i\sigma_z$ satisfies $R(i\sigma_z)=i\sigma_z$ but is not a multiple of the identity, so the conclusion fails for arbitrary complex matrices.

## Component checks and the adjugate identity

The lemmas `timeReversal_eq` and `reversed_eq` establish the component formulas. In both, `fin_cases` runs through the indices and `simp` evaluates the short sums. Inside `reversed_eq`, the auxiliary statement `key` is the conjugation by $\sigma_y$ with general entries $a,b,c,d$.

The relation $\Theta(M\psi)=R(M)\Theta\psi$ is `timeReversal_mulVec`. Lean compares its two components directly, where the derivation above inserts $\sigma_y^2=1$. In `commutes_iff`, `sq` expresses that $\Theta$ reaches every spinor. Applying the resulting equality to the basis spinors `Pi.single j 1` then compares the matrices column by column.

The lemma `det_ne_zero_of_unitary` takes determinants of $UU^\dagger=1$. In `reversed_unitary`, the `calc` block derives $\operatorname{adj}(U)=D\,U^\dagger$, and `h00` to `h11` are its four entries. The lemma `eq_inv_smul_iff₀` moves the nonzero determinant to the other side, leaving $D\,R(U)=U$, and each `linear_combination` closes one entry of that equation.

The criterion `unitary_commutes_iff` combines `commutes_iff` with `reversed_unitary` and cancels $U$ with its adjoint. The proof of `frame_change` inserts $UU^\dagger=1$ as in the derivation. In `hermitian_invariant_iff`, `z01` adds the invariance and hermiticity equations for the upper off-diagonal entry to obtain zero; `e11` and `er` give equal, real diagonal entries.

## Orbital motion and rounded matrices

The step from these matrices to an electron in a molecule or crystal is the treatment of its orbital state. Time reversal also conjugates the spatial wavefunction and, in a crystal, carries crystal momentum $\mathbf k$ to $-\mathbf k$. A $2\times2$ Bloch Hamiltonian $H(\mathbf k)$ is therefore not forced to be a multiple of the identity at a general $\mathbf k$; the invariance hypothesis used here compares a matrix with its own time-reversed form.

The theorems concern matrices whose entries are complex numbers and whose unitarity or hermiticity holds exactly. A stored floating-point matrix usually has these properties only approximately, and no error bound is given for that case. Nor do the theorems establish that a particular program builds its spin matrices in the stated basis or uses the phase convention $i\sigma_y$.
